# At real energy, a periodic continued fraction with non-zero couplings has exactly one self-consistent terminator in the lower half-plane if and only if its period matrix \(M\) satisfies \((\operatorname{tr}M)^2<4\det M\)

When the recursion coefficients of a local density of states repeat with a fixed period, the continued fraction is closed by solving a quadratic equation for the terminator and keeping the root with negative imaginary part. The theorems below say at which real energies exactly one such root exists, provided that no coupling vanishes, and give the density of states that follows from it.

```lean
import Mathlib

open Matrix

namespace PeriodicTerminator

noncomputable section

/-- One level of the recursion method, `G ↦ 1 / (E - a - b² G)`, for `E - a - b² G ≠ 0`. -/
def level (E a b : ℝ) (G : ℂ) : ℂ := 1 / ((E : ℂ) - a - (b : ℂ) ^ 2 * G)

/-- The continued fraction with levels `0, …, p - 1`, closed by the terminator `G`;
its domain is where no level has a zero denominator. -/
def closedFraction (E : ℝ) (a b : ℕ → ℝ) : ℕ → ℂ → ℂ
  | 0, G => G
  | p + 1, G => closedFraction E a b p (level E (a p) (b p) G)

/-- The real matrix of one recursion level. -/
def levelMatrix (E a b : ℝ) : Matrix (Fin 2) (Fin 2) ℝ := !![0, 1; -b ^ 2, E - a]

/-- The ordered product of the level matrices `0, …, p - 1`. -/
def periodMatrix (E : ℝ) (a b : ℕ → ℝ) : ℕ → Matrix (Fin 2) (Fin 2) ℝ
  | 0 => 1
  | p + 1 => periodMatrix E a b p * levelMatrix E (a p) (b p)

/-- The Moebius map of a real two-by-two matrix, for `M₁₀ G + M₁₁ ≠ 0`. -/
def moebius (M : Matrix (Fin 2) (Fin 2) ℝ) (G : ℂ) : ℂ :=
  ((M 0 0 : ℂ) * G + M 0 1) / ((M 1 0 : ℂ) * G + M 1 1)

/-- With a non-zero coupling, a terminator with negative imaginary part gives the
denominator of a level a positive imaginary part. -/
theorem denominator_im_pos (E a : ℝ) {b : ℝ} (hb : b ≠ 0) {G : ℂ} (hG : G.im < 0) :
    0 < ((E : ℂ) - a - (b : ℂ) ^ 2 * G).im := by
  have h : ((E : ℂ) - a - (b : ℂ) ^ 2 * G).im = -(b ^ 2 * G.im) := by
    simp [pow_two, Complex.mul_im, Complex.mul_re]
  have hb2 : 0 < b ^ 2 := by positivity
  rw [h]
  nlinarith [mul_pos hb2 (neg_pos.2 hG)]

/-- A level with non-zero coupling maps the lower half-plane into itself. -/
theorem level_im_neg (E a : ℝ) {b : ℝ} (hb : b ≠ 0) {G : ℂ} (hG : G.im < 0) :
    (level E a b G).im < 0 := by
  have h := denominator_im_pos E a hb hG
  have hne : (E : ℂ) - a - (b : ℂ) ^ 2 * G ≠ 0 := by
    intro h0
    rw [h0, Complex.zero_im] at h
    exact lt_irrefl _ h
  rw [level, one_div, Complex.inv_im]
  exact div_neg_of_neg_of_pos (by linarith) (Complex.normSq_pos.2 hne)

/-- On the lower half-plane, inserting a level with non-zero coupling into a Moebius map
multiplies its matrix by the level matrix. -/
theorem moebius_level (M : Matrix (Fin 2) (Fin 2) ℝ) (E a : ℝ) {b : ℝ} (hb : b ≠ 0)
    {G : ℂ} (hG : G.im < 0) :
    moebius M (level E a b G) = moebius (M * levelMatrix E a b) G := by
  have hw : (E : ℂ) - a - (b : ℂ) ^ 2 * G ≠ 0 := by
    intro h0
    have h := denominator_im_pos E a hb hG
    rw [h0, Complex.zero_im] at h
    exact lt_irrefl _ h
  have e0 : ∀ i, (M * levelMatrix E a b) i 0 = -(M i 1 * b ^ 2) := by
    intro i
    simp [levelMatrix, Matrix.mul_apply, Fin.sum_univ_two]
  have e1 : ∀ i, (M * levelMatrix E a b) i 1 = M i 0 + M i 1 * (E - a) := by
    intro i
    simp [levelMatrix, Matrix.mul_apply, Fin.sum_univ_two]
  have key : ∀ x y w : ℂ, w ≠ 0 → x * (1 / w) + y = (x + y * w) / w := by
    intro x y w h
    field_simp
  unfold moebius level
  rw [e0, e0, e1, e1, key _ _ _ hw, key _ _ _ hw, div_div_div_cancel_right₀ hw]
  congr 1 <;> (push_cast; ring)

/-- For non-zero couplings and a terminator in the lower half-plane, the continued fraction
is the Moebius map of the ordered matrix product. -/
theorem closedFraction_eq_moebius (E : ℝ) (a b : ℕ → ℝ) (p : ℕ) (hb : ∀ k < p, b k ≠ 0) :
    ∀ G : ℂ, G.im < 0 → closedFraction E a b p G = moebius (periodMatrix E a b p) G := by
  induction p with
  | zero =>
    intro G _
    simp [closedFraction, moebius, periodMatrix]
  | succ p ih =>
    intro G hG
    have hp : b p ≠ 0 := hb p (by omega)
    rw [closedFraction, periodMatrix, ih (fun k hk => hb k (by omega)) _
      (level_im_neg E (a p) hp hG), moebius_level _ E (a p) hp hG]

/-- The determinant of the ordered product is the product of the squared couplings. -/
theorem det_periodMatrix (E : ℝ) (a b : ℕ → ℝ) (p : ℕ) :
    (periodMatrix E a b p).det = ∏ k ∈ Finset.range p, b k ^ 2 := by
  induction p with
  | zero => simp [periodMatrix]
  | succ p ih =>
    rw [periodMatrix, Matrix.det_mul, ih, Finset.prod_range_succ]
    simp [levelMatrix, Matrix.det_fin_two]

/-- For an invertible real matrix, a point of the lower half-plane is fixed by the Moebius
map exactly when its real part and its modulus satisfy two real equations. -/
theorem moebius_fixed_iff (M : Matrix (Fin 2) (Fin 2) ℝ) (hM : M.det ≠ 0) {G : ℂ}
    (hG : G.im < 0) : moebius M G = G ↔
      2 * M 1 0 * G.re = M 0 0 - M 1 1 ∧ M 1 0 * (G.re ^ 2 + G.im ^ 2) = -M 0 1 := by
  -- a zero denominator at a non-real point would make the lower row vanish
  have hden : (M 1 0 : ℂ) * G + M 1 1 ≠ 0 := by
    intro h
    have hi := congrArg Complex.im h
    have hr := congrArg Complex.re h
    simp only [Complex.add_im, Complex.mul_im, Complex.ofReal_re, Complex.ofReal_im,
      Complex.zero_im, zero_mul, add_zero] at hi
    simp only [Complex.add_re, Complex.mul_re, Complex.ofReal_re, Complex.ofReal_im,
      Complex.zero_re, zero_mul, sub_zero] at hr
    have h10 : M 1 0 = 0 := (mul_eq_zero.1 hi).resolve_right hG.ne
    rw [h10] at hr
    have h11 : M 1 1 = 0 := by linarith
    exact hM (by rw [Matrix.det_fin_two, h10, h11]; ring)
  rw [moebius, div_eq_iff hden, Complex.ext_iff]
  simp only [Complex.add_re, Complex.add_im, Complex.mul_re, Complex.mul_im,
    Complex.ofReal_re, Complex.ofReal_im, zero_mul, sub_zero, add_zero]
  constructor
  · rintro ⟨hr, hi⟩
    have h1 : 2 * M 1 0 * G.re = M 0 0 - M 1 1 := by
      apply mul_left_cancel₀ hG.ne
      linear_combination -hi
    exact ⟨h1, by linear_combination hr + G.re * h1⟩
  · rintro ⟨h1, h2⟩
    exact ⟨by linear_combination h2 - G.re * h1, by linear_combination -G.im * h1⟩

/-- At a fixed point in the lower half-plane of an invertible real matrix, the
discriminant `4 det M - (tr M)²` equals `(2 M₁₀ Im G)²`. -/
theorem discriminant_eq (M : Matrix (Fin 2) (Fin 2) ℝ) (hM : M.det ≠ 0) {G : ℂ}
    (hG : G.im < 0) (hfix : moebius M G = G) :
    4 * M.det - M.trace ^ 2 = (2 * M 1 0 * G.im) ^ 2 := by
  obtain ⟨h1, h2⟩ := (moebius_fixed_iff M hM hG).1 hfix
  rw [Matrix.det_fin_two, Matrix.trace_fin_two]
  linear_combination -4 * M 1 0 * h2 + (2 * M 1 0 * G.re + M 0 0 - M 1 1) * h1

/-- For non-zero couplings, the periodic continued fraction has exactly one self-consistent
terminator with negative imaginary part if and only if `(tr M)² < 4 ∏ b_k²`. -/
theorem existsUnique_terminator_iff (E : ℝ) (a b : ℕ → ℝ) (p : ℕ)
    (hb : ∀ k < p, b k ≠ 0) :
    (∃! G : ℂ, G.im < 0 ∧ closedFraction E a b p G = G) ↔
      (periodMatrix E a b p).trace ^ 2 < 4 * ∏ k ∈ Finset.range p, b k ^ 2 := by
  have hM : (periodMatrix E a b p).det ≠ 0 := by
    rw [det_periodMatrix]
    exact Finset.prod_ne_zero_iff.2 fun k hk => pow_ne_zero 2 (hb k (Finset.mem_range.1 hk))
  have hcf := closedFraction_eq_moebius E a b p hb
  rw [← det_periodMatrix E a b p]
  generalize periodMatrix E a b p = M at hM hcf ⊢
  constructor
  · rintro ⟨G, ⟨hG, hfix⟩, huniq⟩
    rw [hcf G hG] at hfix
    have hD := discriminant_eq M hM hG hfix
    -- if `M₁₀ = 0`, the point `G - i` is fixed as well
    have h10 : M 1 0 ≠ 0 := by
      intro h
      obtain ⟨h1, h2⟩ := (moebius_fixed_iff M hM hG).1 hfix
      have hG' : (G - Complex.I).im < 0 := by
        rw [Complex.sub_im, Complex.I_im]
        linarith
      rw [h] at h1 h2
      have hfix' : moebius M (G - Complex.I) = G - Complex.I :=
        (moebius_fixed_iff M hM hG').2 ⟨by rw [h]; linarith, by rw [h]; linarith⟩
      have him := congrArg Complex.im (huniq _ ⟨hG', (hcf _ hG').trans hfix'⟩)
      rw [Complex.sub_im, Complex.I_im] at him
      linarith
    have hy := hG.ne
    have hpos : 0 < (2 * M 1 0 * G.im) ^ 2 := by positivity
    linarith
  · intro h
    have h10 : M 1 0 ≠ 0 := by
      intro h0
      rw [Matrix.det_fin_two, Matrix.trace_fin_two, h0] at h
      nlinarith [sq_nonneg (M 0 0 - M 1 1)]
    have hD : 0 < 4 * M.det - M.trace ^ 2 := by linarith
    have hs := Real.sqrt_pos.2 hD
    have hs2 := Real.sq_sqrt hD.le
    generalize Real.sqrt (4 * M.det - M.trace ^ 2) = s at hs hs2
    have habs := abs_pos.2 h10
    have hq : 0 < s / (2 * |M 1 0|) := by positivity
    have hq2 : (2 * M 1 0) ^ 2 * (s / (2 * |M 1 0|)) ^ 2 = s ^ 2 := by
      rw [div_pow, mul_pow 2 |M 1 0|, sq_abs]
      field_simp
    generalize s / (2 * |M 1 0|) = q at hq hq2
    have hx : 2 * M 1 0 * ((M 0 0 - M 1 1) / (2 * M 1 0)) = M 0 0 - M 1 1 := by
      field_simp
    generalize (M 0 0 - M 1 1) / (2 * M 1 0) = x at hx
    have hG0 : (⟨x, -q⟩ : ℂ).im < 0 := neg_neg_of_pos hq
    refine ⟨⟨x, -q⟩, ⟨hG0, ?_⟩, ?_⟩
    · rw [hcf _ hG0]
      refine (moebius_fixed_iff M hM hG0).2 ⟨hx, ?_⟩
      change M 1 0 * (x ^ 2 + (-q) ^ 2) = -M 0 1
      rw [Matrix.det_fin_two, Matrix.trace_fin_two] at hs2
      apply mul_left_cancel₀ (mul_ne_zero four_ne_zero h10)
      linear_combination hq2 + hs2 + (2 * M 1 0 * x + M 0 0 - M 1 1) * hx
    · -- the two real equations determine the real and the imaginary part
      rintro G ⟨hG, hfix⟩
      rw [hcf G hG] at hfix
      have h1 := ((moebius_fixed_iff M hM hG).1 hfix).1
      have hd := discriminant_eq M hM hG hfix
      have h2 : (2 * M 1 0) ≠ 0 := mul_ne_zero two_ne_zero h10
      have hsq : G.im ^ 2 = q ^ 2 := by
        apply mul_left_cancel₀ (pow_ne_zero 2 h2)
        linear_combination -hd - hs2 - hq2
      apply Complex.ext
      · exact mul_left_cancel₀ h2 (h1.trans hx.symm)
      · change G.im = -q
        rcases sq_eq_sq_iff_eq_or_eq_neg.1 hsq with h' | h'
        · linarith
        · exact h'

/-- For non-zero couplings and `(tr M)² < 4 ∏ b_k²`, a self-consistent terminator with
negative imaginary part has the density of states
`-Im G / π = √(4 ∏ b_k² - (tr M)²) / (2 π |M₁₀|)`. -/
theorem density_of_states (E : ℝ) (a b : ℕ → ℝ) (p : ℕ) (hb : ∀ k < p, b k ≠ 0)
    (hband : (periodMatrix E a b p).trace ^ 2 < 4 * ∏ k ∈ Finset.range p, b k ^ 2)
    {G : ℂ} (hG : G.im < 0) (hfix : closedFraction E a b p G = G) :
    -G.im / Real.pi =
      Real.sqrt (4 * ∏ k ∈ Finset.range p, b k ^ 2 - (periodMatrix E a b p).trace ^ 2) /
        (2 * Real.pi * |periodMatrix E a b p 1 0|) := by
  rw [closedFraction_eq_moebius E a b p hb G hG] at hfix
  rw [← det_periodMatrix E a b p] at hband ⊢
  have hM : (periodMatrix E a b p).det ≠ 0 := by
    intro h
    rw [h] at hband
    nlinarith [sq_nonneg (periodMatrix E a b p).trace]
  have hd := discriminant_eq _ hM hG hfix
  have h10 : periodMatrix E a b p 1 0 ≠ 0 := by
    intro h
    rw [h] at hd
    nlinarith
  have habs := abs_pos.2 h10
  have hpi := Real.pi_pos
  rw [hd, Real.sqrt_sq_eq_abs, abs_mul, abs_mul, abs_of_neg hG, abs_two,
    div_eq_div_iff hpi.ne' (by positivity)]
  ring

/-- The two-level continued fraction of a chain with equal site energies `ε` and two alternating
positive couplings has exactly one self-consistent terminator with negative imaginary part if and
only if `(b₀ - b₁)² < (E - ε)² < (b₀ + b₁)²`. -/
theorem alternating_chain_band (E ε : ℝ) (b : ℕ → ℝ) (h0 : 0 < b 0) (h1 : 0 < b 1) :
    (∃! G : ℂ, G.im < 0 ∧ closedFraction E (fun _ => ε) b 2 G = G) ↔
      (b 0 - b 1) ^ 2 < (E - ε) ^ 2 ∧ (E - ε) ^ 2 < (b 0 + b 1) ^ 2 := by
  have hb : ∀ k < 2, b k ≠ 0 := by
    intro k hk
    interval_cases k
    · exact h0.ne'
    · exact h1.ne'
  have ht : (periodMatrix E (fun _ => ε) b 2).trace = (E - ε) ^ 2 - b 0 ^ 2 - b 1 ^ 2 := by
    simp [periodMatrix, levelMatrix, Matrix.trace_fin_two]
    ring
  have hp : 4 * ∏ k ∈ Finset.range 2, b k ^ 2 = (2 * b 0 * b 1) ^ 2 := by
    rw [Finset.prod_range_succ, Finset.prod_range_one]
    ring
  have hpos : 0 < 2 * b 0 * b 1 := by positivity
  rw [existsUnique_terminator_iff E _ b 2 hb, ht, hp, sq_lt_sq, abs_of_pos hpos, abs_lt]
  constructor
  · rintro ⟨hl, hu⟩
    exact ⟨by nlinarith, by nlinarith⟩
  · rintro ⟨hl, hu⟩
    exact ⟨by nlinarith, by nlinarith⟩

end

end PeriodicTerminator
```

```lean
#print axioms PeriodicTerminator.existsUnique_terminator_iff
#print axioms PeriodicTerminator.density_of_states
#print axioms PeriodicTerminator.alternating_chain_band
```

```
'PeriodicTerminator.existsUnique_terminator_iff' depends on axioms: [propext, Classical.choice, Quot.sound]
'PeriodicTerminator.density_of_states' depends on axioms: [propext, Classical.choice, Quot.sound]
'PeriodicTerminator.alternating_chain_band' depends on axioms: [propext, Classical.choice, Quot.sound]
```

## One period of a semi-infinite chain

The recursion method turns a one-particle Hamiltonian into a chain with site energies \(a_k\) and couplings \(b_k\). Here \(b_k\) joins sites \(k\) and \(k+1\); many texts call this coupling \(b_{k+1}\). If \(G\) is the Green function at the end of the remaining chain, adding one site in front gives

\[
G\longmapsto \frac{1}{E-a_k-b_k^2G},
\]

which is `level`. The function `closedFraction` composes levels \(0,\dots,p-1\), with level 0 outermost. If the coefficients have period \(p\), the chain after one period looks like the whole chain, so its terminator must satisfy `closedFraction E a b p G = G`.

In Lean, `E`, `a k` and `b k` are real and `G` is complex. The coefficients are functions on all natural numbers, but only those with \(k<p\) enter. The hypothesis `hb` makes these couplings non-zero: no bond within the period, or from it to the next, is cut. The condition `G.im < 0` selects the sign of a retarded Green function.

The main theorem, `existsUnique_terminator_iff`, states that exactly one \(G\) meets both conditions if and only if

\[
(\operatorname{tr}M)^2<4\prod_{k<p}b_k^2,
\qquad
M=L_0L_1\cdots L_{p-1},\qquad
L_k=\begin{pmatrix}0&1\\-b_k^2&E-a_k\end{pmatrix}.
\]

These matrices are `periodMatrix` and `levelMatrix`. They are not normalised to unit determinant. Dividing \(M\) by \(\prod_{k<p}|b_k|\) turns the condition into the familiar \(|\operatorname{tr}|<2\) for a transfer matrix.

For non-interacting electrons with exactly periodic coefficients, this decides at which energies the self-consistency and sign conditions together determine a non-zero density of states. Isolated energies inside a band can be missed, as the last section shows. Not proved here is the identification of the fixed point with the limit of the infinite chain's Green function as the energy approaches the real axis from above.

## From the continued fraction to a matrix

Write \(G=x+iy\) with \(y<0\), and let \(w=E-a_k-b_k^2G\) be the denominator of a level. Then \(\operatorname{Im}w=-b_k^2y>0\), so \(w\neq0\), and \(\operatorname{Im}(1/w)=-\operatorname{Im}w/|w|^2<0\). Each level therefore keeps \(G\) in the lower half-plane. These are `denominator_im_pos` and `level_im_neg`.

The Möbius map of a real matrix \(M\), called `moebius`, is

\[
\mu_M(G)=\frac{M_{00}G+M_{01}}{M_{10}G+M_{11}}.
\]

Inserting \(1/w\) and multiplying numerator and denominator by \(w\) gives

\[
\mu_M(1/w)=\frac{M_{00}+M_{01}w}{M_{10}+M_{11}w}
=\frac{-b_k^2M_{01}G+M_{00}+M_{01}(E-a_k)}
{-b_k^2M_{11}G+M_{10}+M_{11}(E-a_k)}.
\]

The coefficients on the right are the entries of \(ML_k\), which is `moebius_level`. Induction on \(p\) in `closedFraction_eq_moebius` then identifies the whole fraction with \(\mu_M\) on the lower half-plane. Since \(\det L_k=b_k^2\), `det_periodMatrix` obtains \(\det M=\prod_{k<p}b_k^2\), which is non-zero.

## Two real equations for the terminator

The denominator of \(\mu_M(G)\) cannot vanish: its imaginary part \(M_{10}y\) would force \(M_{10}=0\), its real part would then force \(M_{11}=0\), and \(\det M\) would be zero. The fixed-point equation is thus

\[
M_{10}G^2+(M_{11}-M_{00})G-M_{01}=0.
\]

Dividing its imaginary part by \(y\), and using the result in its real part, gives

\[
2M_{10}x=M_{00}-M_{11},\qquad
M_{10}(x^2+y^2)=-M_{01}.
\]

The lemma `moebius_fixed_iff` proves the equivalence in both directions. Set \(\Delta=4\det M-(\operatorname{tr}M)^2\). Then

\[
\Delta=-(M_{00}-M_{11})^2-4M_{01}M_{10}
=-4M_{10}^2x^2+4M_{10}^2(x^2+y^2)=(2M_{10}y)^2,
\]

which is `discriminant_eq`. In both lemmas `linear_combination` carries out the elimination.

**A unique terminator implies the inequality.** The identity gives \(\Delta\ge0\). If \(M_{10}\) were zero, the two real equations would no longer contain \(G\), so \(G-i\) would also be a fixed point, against uniqueness. Hence \(M_{10}\ne0\) and \(\Delta>0\).

**The inequality implies a unique terminator.** If \(M_{10}=0\), then \(\Delta=-(M_{00}-M_{11})^2\le0\), so \(\Delta>0\) excludes this case. Define

\[
x=\frac{M_{00}-M_{11}}{2M_{10}},\qquad
y=-\frac{\sqrt{\Delta}}{2|M_{10}|}.
\]

The first real equation holds by construction. For the second, \(4M_{10}^2(x^2+y^2)=(M_{00}-M_{11})^2+\Delta=-4M_{01}M_{10}\), and one divides by \(4M_{10}\). Any other solution has the same \(x\) by the first equation, the same \(y^2\) by the discriminant identity, and the same \(y\) because both are negative. In the code, `q` stands for \(-y\).

## Density of states and the alternating chain

Taking the square root of \(\Delta=(2M_{10}y)^2\) with \(y<0\) yields `density_of_states`:

\[
-\frac{\operatorname{Im}G}{\pi}
=\frac{\sqrt{4\prod_{k<p}b_k^2-(\operatorname{tr}M)^2}}{2\pi|M_{10}|}.
\]

This is the local density at the first site of the periodic chain. If other levels precede the periodic part, \(G\) has to be inserted below them first.

The sign condition on \(G\) matters here. For \(p=1\), \(E=a_0\) and \(b_0=1\), the equation \(G=-1/G\) has the solutions \(\pm i\). The right-hand side of the formula is \(1/\pi\), but the root \(+i\) would give the density \(-1/\pi\).

For two alternating positive couplings and equal site energies \(\varepsilon\), the trace is \((E-\varepsilon)^2-b_0^2-b_1^2\) and the condition reads \(|(E-\varepsilon)^2-b_0^2-b_1^2|<2b_0b_1\). Adding \(b_0^2+b_1^2\) to both bounds gives `alternating_chain_band`:

\[
(b_0-b_1)^2<(E-\varepsilon)^2<(b_0+b_1)^2.
\]

## Where the inequality fails

The same argument settles the case \(\Delta\le0\): either no point of the lower half-plane is fixed, or every point is. Indeed, one fixed point forces \(M_{10}=0\), and the real equations then hold for every \(G\). This dichotomy is argued here in prose and is not stated as a theorem in the code.

The second case occurs inside a physical band. For \(b_0=b_1=b>0\) and \(E=\varepsilon\), the two-level matrix is \(M=-b^2I\), with \(I\) the identity matrix, so every \(G\) in the lower half-plane satisfies the self-consistency equation. Treated with period one, the same chain has the unique terminator \(G=-i/b\). The strict inequality can therefore miss isolated energies at which a gap has closed, and there a shorter period may restore the answer.
